# At fixed kernel and noise, a new training point never increases the Gaussian-process posterior variance

Let $k$ be a symmetric positive semidefinite kernel, $s>0$ the variance of the independent Gaussian noise on each measurement, and $C(x,y)$ the posterior covariance given a finite training set. Adding one training input $z$ changes the covariance to

$$C'(x,y)=C(x,y)-\frac{C(x,z)\,C(z,y)}{C(z,z)+s}.$$

For $y=x$ the subtracted term is a square over a positive number, so the posterior variance at $x$ cannot rise. It stays the same exactly when $C(x,z)=0$.

For an interatomic potential built as an exact Gaussian process for the total energy of a configuration, with fixed kernel and noise, this means that one more reference energy never makes the model less certain, by its own variance, about the energy of any configuration. The variance is the model's own estimate, and the result does not bound the actual error of a prediction.

## Kernel, training set and posterior covariance

```lean
import Mathlib

open Matrix

namespace GaussianProcessUpdate

noncomputable section

variable {α : Type*} {k : α → α → ℝ} {s : ℝ} {n : ℕ}
```

The type `α` is the space of inputs, for example atomic configurations, and no structure is assumed on it. The kernel `k` takes two inputs and returns a real number, `s` is a real number, and `n` is the number of training inputs.

```lean
/-- A symmetric positive semidefinite kernel: every finite quadratic form built from it is
non-negative. -/
structure IsPSDKernel (k : α → α → ℝ) : Prop where
  symm : ∀ x y, k x y = k y x
  nonneg : ∀ (n : ℕ) (X : Fin n → α) (c : Fin n → ℝ),
    0 ≤ ∑ i, ∑ j, c i * c j * k (X i) (X j)
```

`IsPSDKernel k` contains two conditions: $k(x,y)=k(y,x)$, and $\sum_{i,j}c_ic_j\,k(X_i,X_j)\ge 0$ for every finite list of inputs $X_i$ and real coefficients $c_i$. Physically, $k$ is the prior covariance of the unknown function, and the second condition says that no linear combination of its values has negative variance.

```lean
/-- The matrix `K + s I` of the training inputs `X` with noise variance `s`. -/
def noisyGram (k : α → α → ℝ) (s : ℝ) (X : Fin n → α) : Matrix (Fin n) (Fin n) ℝ :=
  Matrix.of (fun i j => k (X i) (X j)) + s • (1 : Matrix (Fin n) (Fin n) ℝ)
```

A training set is a map `X : Fin n → α`, that is, a list $X_0,\dots,X_{n-1}$ in which repetitions are allowed. With $K_{ij}=k(X_i,X_j)$, this definition is the matrix $K+sI$. The single number $s$ means independent noise of equal variance on every measurement.

```lean
/-- The regression weights `(K + s I)⁻¹ k_y` for a prediction at `y`, meant for invertible
`K + s I`. -/
def weights (k : α → α → ℝ) (s : ℝ) (X : Fin n → α) (y : α) : Fin n → ℝ :=
  (noisyGram k s X)⁻¹ *ᵥ (fun i => k (X i) y)
```

Write $k_y$ for the vector with components $k(X_i,y)$. The weights for a prediction at $y$ are $(K+sI)^{-1}k_y$; the symbol `*ᵥ` is matrix times vector.

```lean
/-- The posterior covariance `k(x,y) - k_xᵀ (K + s I)⁻¹ k_y`, meant for invertible `K + s I`. -/
def postCov (k : α → α → ℝ) (s : ℝ) (X : Fin n → α) (x y : α) : ℝ :=
  k x y - (fun i => k (X i) x) ⬝ᵥ weights k s X y
```

This is $C(x,y)=k(x,y)-k_x^T(K+sI)^{-1}k_y$, with `⬝ᵥ` for the dot product. The measured values do not enter, only the places where measurements were made. For an empty training set, $C=k$.

```lean
/-- The posterior variance `k(x,x) - k_xᵀ (K + s I)⁻¹ k_x`, meant for invertible `K + s I`. -/
def postVar (k : α → α → ℝ) (s : ℝ) (X : Fin n → α) (x : α) : ℝ :=
  postCov k s X x x
```

The posterior variance is the diagonal, $C(x,x)$.

```lean
/-- The training set `X` enlarged by one input `z`. -/
def addPoint (X : Fin n → α) (z : α) : Fin (n + 1) → α :=
  Fin.cons z X
```

`Fin.cons` puts the new input $z$ at the front of the list, so it has index 0 and the old inputs move up by one.

```lean
/-- The training set `X` after the first `n` inputs of the sequence `z` have been added. -/
def addSequence {m : ℕ} (X : Fin m → α) (z : ℕ → α) : (n : ℕ) → Fin (m + n) → α
  | 0 => X
  | n + 1 => addPoint (addSequence X z n) (z n)
```

Starting from $m$ inputs, this adds $z_0,z_1,\dots,z_{n-1}$ one after another.

## The weights as the solution of linear equations

```lean
/-- The action of `K + s I` on a vector, written in components. -/
theorem noisyGram_mulVec (k : α → α → ℝ) (s : ℝ) (X : Fin n → α) (v : Fin n → ℝ) (i : Fin n) :
    (noisyGram k s X *ᵥ v) i = ∑ j, k (X i) (X j) * v j + s * v i := by
  simp [noisyGram, Matrix.mulVec, dotProduct, add_mul, Finset.sum_add_distrib,
    Matrix.one_apply]
```

In a theorem, the variables and hypotheses come first, the conclusion stands after the colon that follows them, and the proof comes after `:=` or `where`. Here the conclusion is

$$\big((K+sI)v\big)_i=\sum_j k(X_i,X_j)v_j+s\,v_i .$$

```lean
/-- For a positive semidefinite kernel and positive noise variance, `K + s I` has non-zero
determinant. -/
theorem noisyGram_det_ne_zero (hk : IsPSDKernel k) (hs : 0 < s) (X : Fin n → α) :
    (noisyGram k s X).det ≠ 0 := by
  intro h
  obtain ⟨v, hv, h0⟩ := Matrix.exists_mulVec_eq_zero_iff.mpr h
  apply hv
  have hq := hk.nonneg n X v
  -- the quadratic form of `K + s I` splits into kernel and noise parts
  have e : ∑ i, v i * (noisyGram k s X *ᵥ v) i
      = ∑ i, ∑ j, v i * v j * k (X i) (X j) + s * ∑ i, v i ^ 2 := by
    rw [Finset.mul_sum, ← Finset.sum_add_distrib]
    refine Finset.sum_congr rfl fun i _ => ?_
    rw [noisyGram_mulVec, mul_add, Finset.mul_sum]
    congr 1
    · exact Finset.sum_congr rfl fun j _ => by ring
    · ring
  rw [h0] at e
  simp only [Pi.zero_apply, mul_zero, Finset.sum_const_zero] at e
  have hz : ∑ i, v i ^ 2 = 0 :=
    le_antisymm (by nlinarith) (Finset.sum_nonneg fun i _ => sq_nonneg (v i))
  funext i
  have hi := (Finset.sum_eq_zero_iff_of_nonneg (fun i _ => sq_nonneg (v i))).mp hz i
    (Finset.mem_univ i)
  exact (pow_eq_zero_iff two_ne_zero).mp hi
```

The claim is $\det(K+sI)\neq0$. Suppose the determinant vanished. Then some $v\ne0$ would satisfy $(K+sI)v=0$, and multiplying by $v^T$ would give

$$0=\sum_{i,j}v_iv_j\,k(X_i,X_j)+s\sum_i v_i^2 .$$

Both terms are non-negative and $s>0$, so $\sum_i v_i^2=0$ and $v=0$, a contradiction. In Lean, `obtain` supplies the vector `v`, `e` is the splitting into kernel and noise parts, and `hz` is the vanishing sum of squares. With $s=0$ the matrix could be singular, for instance when an input is repeated.

```lean
/-- For a positive semidefinite kernel and positive noise variance, the regression weights are
the unique solution of the linear equations `(K + s I) v = k_y`. -/
theorem weights_eq_iff (hk : IsPSDKernel k) (hs : 0 < s) (X : Fin n → α) (y : α)
    (v : Fin n → ℝ) :
    weights k s X y = v ↔ ∀ i, ∑ j, k (X i) (X j) * v j + s * v i = k (X i) y := by
  have hu : IsUnit (noisyGram k s X).det :=
    isUnit_iff_ne_zero.mpr (noisyGram_det_ne_zero hk hs X)
  constructor
  · intro h i
    rw [← noisyGram_mulVec k s X v i, ← h, weights, Matrix.mulVec_mulVec,
      Matrix.mul_nonsing_inv _ hu, Matrix.one_mulVec]
  · intro h
    have e : noisyGram k s X *ᵥ v = fun i => k (X i) y :=
      funext fun i => (noisyGram_mulVec k s X v i).trans (h i)
    rw [weights, ← e, Matrix.mulVec_mulVec, Matrix.nonsing_inv_mul _ hu, Matrix.one_mulVec]
```

A vector $v$ equals the weights for $y$ if and only if $\sum_j k(X_i,X_j)v_j+s\,v_i=k(X_i,y)$ for all $i$. Each direction is a multiplication by $K+sI$ or its inverse. From here on the proofs use these equations and never handle the inverse itself.

```lean
/-- For a positive semidefinite kernel and positive noise variance, the predicted variance of a
new noisy measurement at `z`, posterior variance plus noise, is positive. -/
theorem postVar_add_noise_pos (hk : IsPSDKernel k) (hs : 0 < s) (X : Fin n → α) (z : α) :
    0 < postVar k s X z + s := by
  obtain ⟨w, hw⟩ : ∃ w, weights k s X z = w := ⟨_, rfl⟩
  have hw' := (weights_eq_iff hk hs X z w).mp hw
  -- apply the kernel condition with coefficient `1` at `z` and `-w i` at `X i`
  have h := hk.nonneg (n + 1) (addPoint X z) (Fin.cons 1 (fun i => -w i) : Fin (n + 1) → ℝ)
  simp only [addPoint, Fin.sum_univ_succ, Fin.cons_zero, Fin.cons_succ] at h
  have e1 : ∑ j, 1 * -w j * k z (X j) = -∑ j, k (X j) z * w j := by
    rw [← Finset.sum_neg_distrib]
    refine Finset.sum_congr rfl fun j _ => ?_
    rw [hk.symm z (X j)]
    ring
  have e2 : ∑ i, (-w i * 1 * k (X i) z + ∑ j, -w i * -w j * k (X i) (X j))
      = ∑ i, -(s * w i ^ 2) := by
    refine Finset.sum_congr rfl fun i _ => ?_
    have e : ∑ j, -w i * -w j * k (X i) (X j) = w i * ∑ j, k (X i) (X j) * w j := by
      rw [Finset.mul_sum]
      exact Finset.sum_congr rfl fun j _ => by ring
    rw [e]
    linear_combination w i * hw' i
  have e3 : ∑ i, -(s * w i ^ 2) ≤ 0 := Finset.sum_nonpos fun i _ => by
    have := mul_nonneg hs.le (sq_nonneg (w i))
    linarith
  simp only [postVar, postCov, hw, dotProduct]
  linarith
```

The claim is $C(z,z)+s>0$, the positivity of the predicted variance of a new noisy measurement at $z$. Let $w$ be the weights for $z$. Apply the kernel condition to the inputs $z,X_0,\dots,X_{n-1}$ with coefficients $1,-w_0,\dots,-w_{n-1}$:

$$0\le k(z,z)-2\sum_i k(X_i,z)w_i+\sum_{i,j}w_iw_j\,k(X_i,X_j).$$

Multiplying the $i$-th weight equation by $w_i$ and summing gives

$$\sum_{i,j}w_iw_j\,k(X_i,X_j)=\sum_i k(X_i,z)w_i-s\sum_i w_i^2 .$$

After substitution, $0\le C(z,z)-s\sum_i w_i^2$, hence $C(z,z)+s>0$. In the code, `e1` rewrites one of the two cross terms, `e2` combines the other with the double sum, `e3` gives the sign of the noise term, and `linarith` adds up the inequalities.

```lean
/-- For a positive semidefinite kernel and positive noise variance, the posterior covariance is
symmetric. -/
theorem postCov_symm (hk : IsPSDKernel k) (hs : 0 < s) (X : Fin n → α) (x y : α) :
    postCov k s X x y = postCov k s X y x := by
  obtain ⟨u, hu⟩ : ∃ u, weights k s X x = u := ⟨_, rfl⟩
  obtain ⟨w, hw⟩ : ∃ w, weights k s X y = w := ⟨_, rfl⟩
  have hu' := (weights_eq_iff hk hs X x u).mp hu
  have hw' := (weights_eq_iff hk hs X y w).mp hw
  have e : ∑ i, k (X i) x * w i = ∑ i, k (X i) y * u i := by
    calc ∑ i, k (X i) x * w i
        = ∑ i, ∑ j, k (X i) (X j) * u j * w i + ∑ i, s * u i * w i := by
          rw [← Finset.sum_add_distrib]
          refine Finset.sum_congr rfl fun i _ => ?_
          rw [← hu' i, add_mul, Finset.sum_mul]
      _ = ∑ i, ∑ j, k (X i) (X j) * w j * u i + ∑ i, s * w i * u i := by
          congr 1
          · rw [Finset.sum_comm]
            refine Finset.sum_congr rfl fun i _ => Finset.sum_congr rfl fun j _ => ?_
            rw [hk.symm (X j) (X i)]
            ring
          · exact Finset.sum_congr rfl fun i _ => by ring
      _ = ∑ i, k (X i) y * u i := by
          rw [← Finset.sum_add_distrib]
          refine Finset.sum_congr rfl fun i _ => ?_
          rw [← hw' i, add_mul, Finset.sum_mul]
  simp only [postCov, hu, hw, dotProduct]
  linarith [hk.symm x y]
```

The claim is $C(x,y)=C(y,x)$. With $u$ the weights for $x$ and $w$ those for $y$, inserting the equations for $u$ gives

$$\sum_i k(X_i,x)w_i=\sum_{i,j}k(X_i,X_j)u_jw_i+s\sum_i u_iw_i .$$

The right side is unchanged when $u$ and $w$ are exchanged, because $k$ is symmetric, so it also equals $\sum_i k(X_i,y)u_i$. The `calc` block follows this chain.

## The effect of one new input

```lean
/-- Update formula: for a positive semidefinite kernel and positive noise variance, a new training
input `z` changes the posterior covariance `C(x,y)` to `C(x,y) - C(x,z) C(z,y) / (C(z,z) + s)`. -/
theorem postCov_addPoint (hk : IsPSDKernel k) (hs : 0 < s) (X : Fin n → α) (x y z : α) :
    postCov k s (addPoint X z) x y = postCov k s X x y
      - postCov k s X x z * postCov k s X z y / (postVar k s X z + s) := by
  have hp := (postVar_add_noise_pos hk hs X z).ne'
  obtain ⟨u, hu⟩ : ∃ u, weights k s X y = u := ⟨_, rfl⟩
  obtain ⟨w, hw⟩ : ∃ w, weights k s X z = w := ⟨_, rfl⟩
  have hu' := (weights_eq_iff hk hs X y u).mp hu
  have hw' := (weights_eq_iff hk hs X z w).mp hw
  -- `g` is the weight that the new measurement receives
  obtain ⟨g, hg⟩ : ∃ g, g = postCov k s X z y / (postVar k s X z + s) := ⟨_, rfl⟩
  have hg' : g * (postVar k s X z + s) = postCov k s X z y := by
    rw [hg, div_mul_cancel₀ _ hp]
  simp only [postVar, postCov, hu, hw, dotProduct] at hg'
  have split : ∀ f : Fin n → ℝ,
      ∑ j, f j * (u j - g * w j) = ∑ j, f j * u j - g * ∑ j, f j * w j := by
    intro f
    rw [Finset.mul_sum, ← Finset.sum_sub_distrib]
    exact Finset.sum_congr rfl fun j _ => by ring
  have hz : ∀ j, k z (X j) = k (X j) z := fun j => hk.symm _ _
  -- the old weights are corrected by `-g w`
  have hnew : weights k s (addPoint X z) y
      = (Fin.cons g (fun i => u i - g * w i) : Fin (n + 1) → ℝ) := by
    rw [weights_eq_iff hk hs]
    intro i
    cases i using Fin.cases with
    | zero =>
      simp only [addPoint, Fin.sum_univ_succ, Fin.cons_zero, Fin.cons_succ]
      simp only [hz]
      linear_combination split (fun j => k (X j) z) + hg'
    | succ i =>
      simp only [addPoint, Fin.sum_univ_succ, Fin.cons_zero, Fin.cons_succ]
      linear_combination split (fun j => k (X i) (X j)) + hu' i - g * hw' i
  rw [mul_div_assoc, ← hg]
  simp only [postCov, hnew, hu, hw, dotProduct]
  simp only [addPoint, Fin.sum_univ_succ, Fin.cons_zero, Fin.cons_succ]
  linear_combination -split (fun j => k (X j) x) - g * hk.symm z x
```

This is the update formula. Now let $u$ be the weights for $y$ and $w$ those for $z$, both from the old training set, and define

$$g=\frac{C(z,y)}{C(z,z)+s}.$$

The new weights for $y$ are $g$ on the input $z$ and $u_i-g\,w_i$ on the old inputs. By uniqueness it is enough to check the equations of the enlarged problem. The row of $z$ reads

$$g\Big(k(z,z)-\sum_j k(X_j,z)w_j+s\Big)+\sum_j k(X_j,z)u_j=g\,(C(z,z)+s)+k(z,y)-C(z,y)=k(z,y).$$

In the row of an old input $X_i$, the old equations for $u$ and $w$ give

$$g\,k(X_i,z)+k(X_i,y)-g\,k(X_i,z)=k(X_i,y).$$

Inserting the new weights into the covariance,

$$C'(x,y)=k(x,y)-g\,k(z,x)-\sum_j k(X_j,x)(u_j-g\,w_j)=C(x,y)-g\,C(x,z).$$

In Lean, `hnew` states the new weights, `Fin.cases` separates the row of $z$ from the old rows, and `linear_combination` verifies each row from the equations it is given.

The denominator is easily miswritten as $k(z,z)+s$, which is right for the first training input but not in general afterwards. Take $k(z,z)=1$, $s=1$ and measure at $z$ twice. The variance at $z$ goes from $1$ to $1/2$ and then to $1/2-(1/4)/(3/2)=1/3$; the wrong denominator would give $3/8$ in the second step.

```lean
/-- For a positive semidefinite kernel and positive noise variance, adding one training input
never increases the posterior variance at any point. -/
theorem postVar_addPoint_le (hk : IsPSDKernel k) (hs : 0 < s) (X : Fin n → α) (z x : α) :
    postVar k s (addPoint X z) x ≤ postVar k s X x := by
  have hp := postVar_add_noise_pos hk hs X z
  have hd := div_nonneg (mul_self_nonneg (postCov k s X x z)) hp.le
  have e := postCov_addPoint hk hs X x x z
  rw [postCov_symm hk hs X z x] at e
  change postCov k s (addPoint X z) x x ≤ postCov k s X x x
  linarith
```

Setting $y=x$ and using symmetry,

$$C'(x,x)=C(x,x)-\frac{C(x,z)^2}{C(z,z)+s}\le C(x,x).$$

The line `change` replaces the variances by the diagonal covariances they stand for. The inequality concerns variances only: for $x\neq y$ the product $C(x,z)\,C(z,y)$ may be negative, and the covariance then increases.

```lean
/-- For a positive semidefinite kernel and positive noise variance, a new training input `z`
leaves the posterior variance at `x` unchanged exactly when the posterior covariance of `x` and
`z` vanishes. -/
theorem postVar_addPoint_eq_iff (hk : IsPSDKernel k) (hs : 0 < s) (X : Fin n → α) (z x : α) :
    postVar k s (addPoint X z) x = postVar k s X x ↔ postCov k s X x z = 0 := by
  have hp := (postVar_add_noise_pos hk hs X z).ne'
  change postCov k s (addPoint X z) x x = postCov k s X x x ↔ _
  rw [postCov_addPoint hk hs X x x z, postCov_symm hk hs X z x, sub_eq_self,
    div_eq_zero_iff, or_iff_left hp, mul_self_eq_zero]
```

The correction vanishes exactly when its numerator does, that is, when $C(x,z)=0$. The condition is on the posterior covariance given the old training set, not on the kernel value $k(x,z)$.

## Many inputs, and the kernel of a straight line

```lean
/-- For a positive semidefinite kernel and positive noise variance, the posterior variance at a
point is non-increasing along any sequence of added training inputs. -/
theorem postVar_antitone (hk : IsPSDKernel k) (hs : 0 < s) {m : ℕ} (X : Fin m → α)
    (z : ℕ → α) (x : α) : Antitone fun n => postVar k s (addSequence X z n) x :=
  antitone_nat_of_succ_le fun n => postVar_addPoint_le hk hs (addSequence X z n) (z n) x
```

`Antitone` means non-increasing: along any sequence of added inputs, the variance at a fixed $x$ never goes up. The proof applies the one-step inequality at each $n$. The kernel and $s$ stay the same throughout; refitting them between additions changes the model, and the statement does not then apply. Nor does it say that the variance tends to zero.

```lean
/-- The kernel `1 + x y` on the real line is symmetric and positive semidefinite. -/
theorem isPSDKernel_witness : IsPSDKernel (fun x y : ℝ => 1 + x * y) where
  symm x y := by ring
  nonneg n X c := by
    -- the quadratic form is a sum of two squares
    have e : ∑ i, ∑ j, c i * c j * (1 + X i * X j)
        = (∑ i, c i) ^ 2 + (∑ i, c i * X i) ^ 2 := by
      rw [sq, sq, Finset.sum_mul_sum, Finset.sum_mul_sum, ← Finset.sum_add_distrib]
      refine Finset.sum_congr rfl fun i _ => ?_
      rw [← Finset.sum_add_distrib]
      exact Finset.sum_congr rfl fun j _ => by ring
    exact (add_nonneg (sq_nonneg _) (sq_nonneg _)).trans_eq e.symm

end

end GaussianProcessUpdate
```

The kernel $1+xy$ on the real line meets the definition, since

$$\sum_{i,j}c_ic_j(1+X_iX_j)=\Big(\sum_i c_i\Big)^2+\Big(\sum_i c_iX_i\Big)^2\ge0 .$$

It is the prior covariance of a straight line $a+bx$ whose intercept $a$ and slope $b$ are independent Gaussian variables with mean zero and unit variance, so the theorems apply to Bayesian straight-line regression with this prior and independent Gaussian noise of variance $s>0$.

```lean
#print axioms GaussianProcessUpdate.postVar_addPoint_le
#print axioms GaussianProcessUpdate.postVar_addPoint_eq_iff
#print axioms GaussianProcessUpdate.postVar_antitone
```

```
'GaussianProcessUpdate.postVar_addPoint_le' depends on axioms: [propext, Classical.choice, Quot.sound]
'GaussianProcessUpdate.postVar_addPoint_eq_iff' depends on axioms: [propext, Classical.choice, Quot.sound]
'GaussianProcessUpdate.postVar_antitone' depends on axioms: [propext, Classical.choice, Quot.sound]
```
